# For independent site occupation, the mean square of a binary-alloy Hamiltonian is the virtual-crystal square plus x(1 − x)(eA − eB)² on the diagonal

In a one-particle model of a binary alloy on finitely many sites, each site independently carries the energy `eA` with weight `x` or `eB` with weight `1 - x`, while the real hopping matrix `T` is the same in every configuration. The theorem `mean_hamiltonian_sq` says, entry by entry, that the average of the squared Hamiltonian equals the square of the virtual-crystal Hamiltonian, which has the same hopping and the mean energy on every site, plus `x * (1 - x) * (eA - eB) ^ 2` on the diagonal. `T` need not be symmetric, and `x` may be any real number, though the weights are probabilities only for `x` between 0 and 1. The proof expands both squares with `sq_entry`, separates diagonal from off-diagonal entries, and averages term by term.

Lean 4 with Mathlib refuses this proof:

```lean
import Mathlib

open Matrix

namespace AlloySpectralMoments

noncomputable section

variable {n : Type*} [Fintype n] [DecidableEq n]

/-- Probability weight of an alloy configuration: each site is independently
of type A (`true`) with weight `x` and of type B (`false`) with weight `1 - x`. -/
def weight (x : ℝ) (s : n → Bool) : ℝ := ∏ i, if s i then x else 1 - x

/-- Configuration average of a quantity `F` that depends on the occupation of all sites. -/
def mean (x : ℝ) (F : (n → Bool) → ℝ) : ℝ := ∑ s, weight x s * F s

/-- Site energy of an A atom (`true`) or a B atom (`false`). -/
def level (eA eB : ℝ) (b : Bool) : ℝ := cond b eA eB

/-- Alloy Hamiltonian: hopping `T` plus the site energies of the configuration `s`. -/
def hamiltonian (T : Matrix n n ℝ) (eA eB : ℝ) (s : n → Bool) : Matrix n n ℝ :=
  T + diagonal fun i => level eA eB (s i)

/-- Virtual-crystal Hamiltonian: the same hopping, with the mean site energy on every site. -/
def virtualCrystal (T : Matrix n n ℝ) (eA eB x : ℝ) : Matrix n n ℝ :=
  T + diagonal fun _ => x * eA + (1 - x) * eB

/-- The average of a quantity that depends on one site only is its two-point average
over the species A and B. -/
theorem mean_site (x : ℝ) (i : n) (f : Bool → ℝ) :
    mean x (fun s => f (s i)) = x * f true + (1 - x) * f false := by
  calc mean x (fun s => f (s i))
      = ∑ s : n → Bool, ∏ j, ((if s j then x else 1 - x) *
          (if j = i then f (s j) else 1)) := by
        simp only [mean, weight]
        refine Finset.sum_congr rfl fun s _ => ?_
        rw [Finset.prod_mul_distrib, Finset.prod_ite_eq', if_pos (Finset.mem_univ i)]
    -- the sum over configurations factorises over the sites
    _ = ∏ j : n, ∑ b : Bool, ((if b then x else 1 - x) * (if j = i then f b else 1)) := by
        rw [Finset.prod_univ_sum, Fintype.piFinset_univ]
    _ = ∏ j : n, (if j = i then x * f true + (1 - x) * f false else 1) := by
        refine Finset.prod_congr rfl fun j _ => ?_
        by_cases h : j = i <;> simp [h]
    _ = x * f true + (1 - x) * f false := by simp

private theorem mean_const (x : ℝ) (i : n) (c : ℝ) :
    mean x (fun _ : n → Bool => c) = c := by
  have h := mean_site x i (fun _ => c)
  linarith

private theorem mean_add (x : ℝ) (F G : (n → Bool) → ℝ) :
    mean x (fun s => F s + G s) = mean x F + mean x G := by
  simp only [mean, mul_add, Finset.sum_add_distrib]

private theorem mean_const_mul (x c : ℝ) (F : (n → Bool) → ℝ) :
    mean x (fun s => c * F s) = c * mean x F := by
  simp only [mean, Finset.mul_sum]
  exact Finset.sum_congr rfl fun s _ => by ring

private theorem mean_level (x eA eB : ℝ) (i : n) :
    mean x (fun s => level eA eB (s i)) = x * eA + (1 - x) * eB :=
  mean_site x i (level eA eB)

private theorem sq_entry (T : Matrix n n ℝ) (d : n → ℝ) (i j : n) :
    ((T + diagonal d) ^ 2) i j =
      (T * T) i j + T i j * (d i + d j) + if i = j then d i ^ 2 else 0 := by
  rw [pow_two, add_mul, mul_add, mul_add]
  simp only [Matrix.add_apply, Matrix.mul_diagonal, Matrix.diagonal_mul, Matrix.diagonal_apply]
  split_ifs with h
  · subst h
    ring
  · ring

/-- The average of the squared alloy Hamiltonian is the squared virtual-crystal Hamiltonian
plus `x (1 - x) (eA - eB)²` on the diagonal, for any hopping matrix. -/
theorem mean_hamiltonian_sq (T : Matrix n n ℝ) (eA eB x : ℝ) (i j : n) :
    mean x (fun s => (hamiltonian T eA eB s ^ 2) i j) =
      (virtualCrystal T eA eB x ^ 2) i j +
        if i = j then x * (1 - x) * (eA - eB) ^ 2 else 0 := by
  have h2 : mean x (fun s => level eA eB (s i) ^ 2) = x * eA ^ 2 + (1 - x) * eB ^ 2 :=
    mean_site x i (fun b => level eA eB b ^ 2)
  simp only [hamiltonian, virtualCrystal, sq_entry]
  -- only the square of a single site energy feels the disorder
  split_ifs with h
  · simp only [mean_add, mean_const_mul, mean_const x i, mean_level, h2]
    ring
  · simp only [mean_add, mean_const_mul, mean_const x i, mean_level]

end

end AlloySpectralMoments
```

Compiling this gives:

```
Main.lean:88:2: error: unsolved goals
case neg
n : Type u_1
inst✝¹ : Fintype n
inst✝ : DecidableEq n
T : Matrix n n ℝ
eA eB x : ℝ
i j : n
h2 : (mean x fun s => level eA eB (s i) ^ 2) = x * eA ^ 2 + (1 - x) * eB ^ 2
h : ¬i = j
⊢ (T * T) i j + T i j * (x * eA + (1 - x) * eB + (x * eA + (1 - x) * eB)) + 0 =
    (T * T) i j + T i j * (x * eA + (1 - x) * eB + (x * eA + (1 - x) * eB)) + 0 + 0
```

Lean accepts the file once it reads:

```diff
@@ -82,9 +82,10 @@
     mean_site x i (fun b => level eA eB b ^ 2)
   simp only [hamiltonian, virtualCrystal, sq_entry]
-  -- only the square of a single site energy feels the disorder
+  -- only the squared site energy can average to something other than its virtual-crystal value
   split_ifs with h
   · simp only [mean_add, mean_const_mul, mean_const x i, mean_level, h2]
     ring
   · simp only [mean_add, mean_const_mul, mean_const x i, mean_level]
+    ring
 
 end
```

The error is in the off-diagonal case, `¬i = j`. The averaging has worked, and the two sides of the remaining goal differ only in that the left ends in `+ 0` and the right in `+ 0 + 0`. One zero on each side comes from the `if` in `sq_entry`, and the extra one on the right from the `if` in the theorem's own statement.

`simp only` rewrites with just the lemmas it is given, and none of them here removes an added zero. The two sides therefore stay different as expressions, and the goal is left open. The added `ring` proves the equality by the laws of commutative rings, which include `a + 0 = a`. The diagonal case already ended with `ring`.

The comment change has no effect on the proof, but it corrects the physics. The old comment said that only the squared site energy feels the disorder, yet the terms linear in the site energies also vary from one configuration to another. What sets them apart is that their averages equal their virtual-crystal values, while the average of the squared site energy can differ from the square of the mean energy. The new comment says this.
